# A chirality matrix makes odd traces vanish, and the Pauli matrices have none

When a spin-summed squared amplitude in quantum electrodynamics has been reduced to traces of the four Dirac gamma matrices, the terms with an odd number of them are struck out before anything is evaluated. This is safe because $\gamma^5$ squares to one and anticommutes with each gamma matrix; the Pauli matrices have no such partner, and the trace of $\sigma_1\sigma_2\sigma_3$ is $2i$.

In Lean 4 with Mathlib:

```lean
import Mathlib

open Matrix

namespace OddTraceTheorem

noncomputable section

variable {n ι : Type*} [Fintype n] [DecidableEq n]

/-- A chirality matrix for the family `γ`: it squares to one and anticommutes with every
member of the family. -/
structure IsChirality (G : Matrix n n ℂ) (γ : ι → Matrix n n ℂ) : Prop where
  sq : G * G = 1
  anti : ∀ i, G * γ i = -(γ i * G)

/-- The Clifford relations `γᵢ γⱼ + γⱼ γᵢ = 2 ηᵢ δᵢⱼ` for a diagonal metric `η`. -/
def IsClifford [DecidableEq ι] (η : ι → ℂ) (γ : ι → Matrix n n ℂ) : Prop :=
  ∀ i j, γ i * γ j + γ j * γ i = if i = j then (2 * η i) • (1 : Matrix n n ℂ) else 0

/-- The diagonal of the Minkowski metric with signature `(+,-,-,-)`. -/
def minkowski (μ : Fin 4) : ℂ := if μ = 0 then 1 else -1

/-- The matrix `γ⁵ = i γ⁰ γ¹ γ² γ³`. -/
def gammaFive (γ : Fin 4 → Matrix n n ℂ) : Matrix n n ℂ :=
  Complex.I • (γ 0 * γ 1 * γ 2 * γ 3)

/-- The three Pauli matrices. -/
def pauli : Fin 3 → Matrix (Fin 2) (Fin 2) ℂ :=
  ![!![0, 1; 1, 0], !![0, -Complex.I; Complex.I, 0], !![1, 0; 0, -1]]

/-- The Dirac matrices in the Dirac representation, written in two by two blocks. -/
def dirac : Fin 4 → Matrix (Fin 2 ⊕ Fin 2) (Fin 2 ⊕ Fin 2) ℂ :=
  Fin.cons (fromBlocks 1 0 0 (-1)) (fun k => fromBlocks 0 (pauli k) (-pauli k) 0)

/-- A matrix that anticommutes with every member of a family passes through a product of
`k` members with the sign `(-1)^k`. -/
theorem mul_prod_of_anticommute {G : Matrix n n ℂ} {γ : ι → Matrix n n ℂ}
    (hG : ∀ i, G * γ i = -(γ i * G)) (l : List ι) :
    G * (l.map γ).prod = ((-1 : ℂ) ^ l.length) • ((l.map γ).prod * G) := by
  induction l with
  | nil => simp
  | cons a l ih =>
    rw [List.map_cons, List.prod_cons, List.length_cons, ← mul_assoc, hG a, neg_mul,
      mul_assoc, ih, mul_smul_comm, mul_assoc, pow_succ, mul_neg_one, neg_smul]

/-- If a family of matrices has a chirality matrix, every product of an odd number of its
members is traceless. -/
theorem trace_prod_odd {G : Matrix n n ℂ} {γ : ι → Matrix n n ℂ}
    (hG : IsChirality G γ) (l : List ι) (hl : Odd l.length) :
    Matrix.trace (l.map γ).prod = 0 := by
  have h := mul_prod_of_anticommute hG.anti l
  rw [hl.neg_one_pow, neg_one_smul] at h
  -- insert `G * G = 1`, move one factor through, and use cyclicity
  have key : Matrix.trace (l.map γ).prod = -Matrix.trace (l.map γ).prod := calc
    Matrix.trace (l.map γ).prod = Matrix.trace (G * (G * (l.map γ).prod)) := by
      rw [← mul_assoc, hG.sq, one_mul]
    _ = -Matrix.trace (G * ((l.map γ).prod * G)) := by
      rw [h, mul_neg, Matrix.trace_neg]
    _ = -Matrix.trace (l.map γ).prod := by
      rw [Matrix.trace_mul_comm, mul_assoc, hG.sq, mul_one]
  linear_combination key / 2

/-- For any four matrices obeying the Minkowski Clifford relations, `γ⁵` is a chirality
matrix. -/
theorem gammaFive_isChirality {γ : Fin 4 → Matrix n n ℂ} (h : IsClifford minkowski γ) :
    IsChirality (gammaFive γ) γ := by
  have sw : ∀ i j, i ≠ j → γ i * γ j = -(γ j * γ i) := by
    intro i j hij
    have h1 := h i j
    rw [if_neg hij] at h1
    exact eq_neg_of_add_eq_zero_left h1
  have hsq : ∀ i, γ i * γ i = minkowski i • (1 : Matrix n n ℂ) := by
    intro i
    have h1 := h i i
    rw [if_pos rfl] at h1
    linear_combination (norm := module) (1 / 2 : ℂ) • h1
  have swA : ∀ i j, i ≠ j → ∀ x, γ i * (γ j * x) = -(γ j * (γ i * x)) := by
    intro i j hij x
    rw [← mul_assoc, sw i j hij, neg_mul, mul_assoc]
  have sqA : ∀ i x, γ i * (γ i * x) = minkowski i • x := by
    intro i x
    rw [← mul_assoc, hsq, smul_mul_assoc, one_mul]
  -- sort all factors by their index, collecting signs
  have hP : (γ 0 * γ 1 * γ 2 * γ 3) * (γ 0 * γ 1 * γ 2 * γ 3) = -1 := by
    simp only [mul_assoc, swA 1 0 (by decide), swA 2 0 (by decide), swA 3 0 (by decide),
      swA 2 1 (by decide), swA 3 1 (by decide), swA 3 2 (by decide),
      hsq, sqA, mul_neg, neg_neg, mul_smul_comm, smul_neg]
    simp [minkowski]
  have hA : ∀ μ, (γ 0 * γ 1 * γ 2 * γ 3) * γ μ = -(γ μ * (γ 0 * γ 1 * γ 2 * γ 3)) := by
    have a : ((γ 0 * γ 1 * γ 2 * γ 3) * γ 0 = -(γ 0 * (γ 0 * γ 1 * γ 2 * γ 3))) ∧
        ((γ 0 * γ 1 * γ 2 * γ 3) * γ 1 = -(γ 1 * (γ 0 * γ 1 * γ 2 * γ 3))) ∧
        ((γ 0 * γ 1 * γ 2 * γ 3) * γ 2 = -(γ 2 * (γ 0 * γ 1 * γ 2 * γ 3))) ∧
        ((γ 0 * γ 1 * γ 2 * γ 3) * γ 3 = -(γ 3 * (γ 0 * γ 1 * γ 2 * γ 3))) := by
      refine ⟨?_, ?_, ?_, ?_⟩ <;>
      simp only [mul_assoc, swA 1 0 (by decide), swA 2 0 (by decide), swA 3 0 (by decide),
        swA 2 1 (by decide), swA 3 1 (by decide), swA 3 2 (by decide), sw 3 0 (by decide),
        sw 3 1 (by decide), sw 3 2 (by decide), hsq, sqA, mul_neg, neg_neg, mul_smul_comm,
        mul_one]
    intro μ
    fin_cases μ
    exacts [a.1, a.2.1, a.2.2.1, a.2.2.2]
  constructor
  · rw [gammaFive, smul_mul_assoc, mul_smul_comm, smul_smul, Complex.I_mul_I, hP]
    simp
  · intro μ
    rw [gammaFive, smul_mul_assoc, mul_smul_comm, hA, smul_neg]

/-- The odd trace theorem of quantum electrodynamics: for matrices obeying the Minkowski
Clifford relations, the trace of a product of an odd number of gamma matrices vanishes. -/
theorem trace_gamma_odd {γ : Fin 4 → Matrix n n ℂ} (h : IsClifford minkowski γ)
    (l : List (Fin 4)) (hl : Odd l.length) : Matrix.trace (l.map γ).prod = 0 :=
  trace_prod_odd (gammaFive_isChirality h) l hl

/-- The Pauli matrices satisfy the Clifford relations of the Euclidean metric. -/
theorem pauli_clifford : IsClifford (fun _ => 1) pauli := by
  intro i j
  fin_cases i <;> fin_cases j <;> ext a b <;> fin_cases a <;> fin_cases b <;>
    simp [pauli] <;> norm_num

/-- The Dirac matrices satisfy the Minkowski Clifford relations, and their `γ⁵` is a
chirality matrix. -/
theorem dirac_witness :
    IsClifford minkowski dirac ∧ IsChirality (gammaFive dirac) dirac := by
  have h : IsClifford minkowski dirac := by
    intro i j
    refine Fin.cases ?_ (fun k => ?_) i <;> refine Fin.cases ?_ (fun l => ?_) j
    · have e : dirac 0 * dirac 0 = 1 := by simp [dirac, fromBlocks_multiply]
      rw [e, if_pos rfl, minkowski, if_pos rfl]
      module
    · rw [if_neg (Fin.succ_ne_zero l).symm]
      simp [dirac, fromBlocks_multiply, fromBlocks_add]
    · rw [if_neg (Fin.succ_ne_zero k)]
      simp [dirac, fromBlocks_multiply, fromBlocks_add]
    · -- two spatial matrices reduce to the Pauli relations in each diagonal block
      have e : dirac k.succ * dirac l.succ + dirac l.succ * dirac k.succ =
          fromBlocks (-(pauli k * pauli l + pauli l * pauli k)) 0 0
            (-(pauli k * pauli l + pauli l * pauli k)) := by
        simp only [dirac, Fin.cons_succ, fromBlocks_multiply, fromBlocks_add]
        congr 1 <;> noncomm_ring
      rw [e, pauli_clifford k l]
      by_cases hkl : k = l
      · subst hkl
        rw [← fromBlocks_one, fromBlocks_smul]
        simp [minkowski, Fin.succ_ne_zero]
      · simp [hkl]
  exact ⟨h, gammaFive_isChirality h⟩

/-- The product of the three Pauli matrices is `i` times the identity, and its trace
is `2i`. -/
theorem pauli_product : pauli 0 * pauli 1 * pauli 2 = Complex.I • 1 ∧
    Matrix.trace (pauli 0 * pauli 1 * pauli 2) = 2 * Complex.I := by
  have h : pauli 0 * pauli 1 * pauli 2 = Complex.I • 1 := by
    ext a b
    fin_cases a <;> fin_cases b <;> simp [pauli, Matrix.mul_apply, Fin.sum_univ_succ]
  refine ⟨h, ?_⟩
  rw [h, Matrix.trace_smul, Matrix.trace_one, Fintype.card_fin, smul_eq_mul]
  push_cast
  ring

/-- The Pauli matrices have no chirality matrix. -/
theorem pauli_no_chirality (G : Matrix (Fin 2) (Fin 2) ℂ) : ¬ IsChirality G pauli := by
  intro hG
  have h := trace_prod_odd hG [0, 1, 2] (by decide)
  have hp : (([0, 1, 2] : List (Fin 3)).map pauli).prod = pauli 0 * pauli 1 * pauli 2 := by
    simp only [List.map_cons, List.map_nil, List.prod_cons, List.prod_nil, mul_one, mul_assoc]
  rw [hp, pauli_product.2] at h
  exact mul_ne_zero two_ne_zero Complex.I_ne_zero h

/-- A two by two matrix that anticommutes with all three Pauli matrices is zero. -/
theorem eq_zero_of_anticommute_pauli {G : Matrix (Fin 2) (Fin 2) ℂ}
    (hG : ∀ i, G * pauli i = -(pauli i * G)) : G = 0 := by
  have h := mul_prod_of_anticommute hG [0, 1, 2]
  have hp : (([0, 1, 2] : List (Fin 3)).map pauli).prod = pauli 0 * pauli 1 * pauli 2 := by
    simp only [List.map_cons, List.map_nil, List.prod_cons, List.prod_nil, mul_one, mul_assoc]
  rw [hp, pauli_product.1] at h
  simp only [List.length_cons, List.length_nil, mul_smul_comm, smul_mul_assoc, mul_one,
    one_mul] at h
  -- `G` both commutes and anticommutes with `i` times the identity
  have h2 : (2 * Complex.I) • G = 0 := by
    linear_combination (norm := module) h
  exact (smul_eq_zero.mp h2).resolve_left (mul_ne_zero two_ne_zero Complex.I_ne_zero)

end

end OddTraceTheorem
```

```lean
#print axioms OddTraceTheorem.trace_gamma_odd
#print axioms OddTraceTheorem.pauli_no_chirality
#print axioms OddTraceTheorem.eq_zero_of_anticommute_pauli
```

```
'OddTraceTheorem.trace_gamma_odd' depends on axioms: [propext, Classical.choice, Quot.sound]
'OddTraceTheorem.pauli_no_chirality' depends on axioms: [propext, Classical.choice, Quot.sound]
'OddTraceTheorem.eq_zero_of_anticommute_pauli' depends on axioms: [propext, Classical.choice, Quot.sound]
```

## From fermion traces to lists of indices

A typical trace is
$$\mathrm{tr}\big[(p_\alpha\gamma^\alpha+m)\,\gamma^\mu\,(k_\beta\gamma^\beta+m)\,\gamma^\nu\big],$$
with fermion momenta $p,k$ and mass $m$. Its terms linear in $m$ contain three gamma matrices and vanish. The theorems start once such an expression has been expanded: the spin sum that produces the trace, and the expansion by linearity into products of single gamma matrices, are done beforehand.

A product is encoded as a list `l` of indices. `(l.map γ).prod` replaces each index by its matrix and multiplies in order, so repetitions are allowed. The matrices are complex and $N\times N$ for any finite $N$; in the code `n` is the type that labels rows and columns, not the number $N$.

`IsChirality G γ` says that $G^2=1$ and $G\gamma_i=-\gamma_iG$ for every $i$. The name is used more broadly than in textbooks: $G$ need not be Hermitian, and the family need not consist of Dirac matrices. For Dirac spinors, $G=\gamma^5$ has eigenvalues $\pm1$, which distinguish the two chiralities. The general theorem, `trace_prod_odd`, says that if $G$ exists, every product of odd length is traceless.

`IsClifford η γ` states
$$\gamma_i\gamma_j+\gamma_j\gamma_i=2\eta_i\delta_{ij}\,1,$$
where $\eta_i$ are the diagonal entries of the metric. In the Minkowski case these relations make $(p_\mu\gamma^\mu)^2=p^2$, so that plane-wave solutions of the free Dirac equation obey the relativistic energy–momentum relation. The signature is $(+,-,-,-)$, and $\gamma^5=i\gamma^0\gamma^1\gamma^2\gamma^3$.

`trace_gamma_odd` needs only the Minkowski relations, so it holds in every finite matrix representation. It concerns exactly four gamma matrices, and says nothing about continuation to other spacetime dimensions.

## Moving $G$ through a product

Let $P=\gamma_{i_1}\cdots\gamma_{i_k}$. Each time $G$ passes a factor it picks up a minus sign, so
$$GP=(-1)^kPG.$$
This is `mul_prod_of_anticommute`, proved by induction on the list: the empty product is $1$, and each further factor contributes one sign.

For odd $k$ this reads $GP=-PG$. Inserting $G^2=1$ and using cyclicity of the trace,
$$\mathrm{tr}\,P=\mathrm{tr}(GGP)=-\mathrm{tr}(GPG)=-\mathrm{tr}(PGG)=-\mathrm{tr}\,P.$$
Hence $2\,\mathrm{tr}\,P=0$ and $\mathrm{tr}\,P=0$. The `calc` block in `trace_prod_odd` has the same steps, with `Matrix.trace_mul_comm` supplying cyclicity.

## Why $\gamma^5$ qualifies

The Clifford relations say that distinct gamma matrices anticommute, and that $(\gamma^0)^2=1$ and $(\gamma^k)^2=-1$ for $k=1,2,3$. Now let $P=\gamma^0\gamma^1\gamma^2\gamma^3$.

To move $\gamma^\mu$ from the right of $P$ to the left, pass it through three different matrices, which gives $(-1)^3$, and through itself, which gives no sign. Thus $P\gamma^\mu=-\gamma^\mu P$.

To evaluate $P^2$, pair equal factors. The second $\gamma^0$ crosses three matrices, the second $\gamma^1$ two and the second $\gamma^2$ one, so the sign is $(-1)^{3+2+1}=1$. Therefore
$$P^2=(\gamma^0)^2(\gamma^1)^2(\gamma^2)^2(\gamma^3)^2=-1,
\qquad (\gamma^5)^2=(iP)^2=1.$$

In `gammaFive_isChirality`, `sw` and `hsq` are the anticommutation and squaring rules, and `swA` and `sqA` apply them inside longer products. The `simp only` calls use them to sort factors by index. `trace_gamma_odd` then applies the general theorem with $G=\gamma^5$.

The explicit example is the Dirac representation,
$$\gamma^0=\begin{pmatrix}1&0\\0&-1\end{pmatrix},\qquad
\gamma^k=\begin{pmatrix}0&\sigma_k\\-\sigma_k&0\end{pmatrix},$$
where every entry is a $2\times2$ block. The products $\gamma^0\gamma^k$ and $\gamma^k\gamma^0$ cancel in the sum. For two spatial matrices,
$$\gamma^k\gamma^l+\gamma^l\gamma^k=
\begin{pmatrix}-\{\sigma_k,\sigma_l\}&0\\0&-\{\sigma_k,\sigma_l\}\end{pmatrix}=-2\delta_{kl}\,1,$$
with $\{A,B\}=AB+BA$. `dirac_witness` follows this block calculation, taking the Pauli relations from `pauli_clifford`, which checks them entry by entry.

## The Pauli exception

The Pauli matrices satisfy $\{\sigma_k,\sigma_l\}=2\delta_{kl}\,1$, the Clifford relations of the Euclidean metric. The code numbers them from zero: `pauli 0`, `pauli 1` and `pauli 2` are $\sigma_1,\sigma_2,\sigma_3$. Multiplying,
$$\sigma_1\sigma_2=\begin{pmatrix}i&0\\0&-i\end{pmatrix}=i\sigma_3,
\qquad \sigma_1\sigma_2\sigma_3=i\sigma_3^2=i\,1,$$
so the trace is $2i$, as `pauli_product` states. A chirality matrix would force this trace to be zero; `pauli_no_chirality` turns that contradiction into a proof that none exists. In non-relativistic quantum mechanics of a single spin one-half, traces of products of Pauli matrices therefore cannot be discarded merely because the number of factors is odd.

More is true. Suppose a $2\times2$ matrix $G$ anticommutes with all three Pauli matrices, with no condition on $G^2$. Moving it through their product gives
$$G(i\,1)=-(i\,1)G,$$
hence $2iG=0$ and $G=0$. This is `eq_zero_of_anticommute_pauli`, which applies the same sign rule to the list `[0, 1, 2]`.

The obstruction belongs to the $2\times2$ matrices and not to the Euclidean relations alone. The $4\times4$ matrices $\begin{pmatrix}\sigma_k&0\\0&-\sigma_k\end{pmatrix}$ obey the same relations, and a short block multiplication, left to the reader, shows that $\begin{pmatrix}0&1\\1&0\end{pmatrix}$ is a chirality matrix for them.
